# Contracting bare instead of normalized s-type Gaussians changes the orbital's shape when two distinct exponents contribute

Suppose a basis-set table lists two s-type primitives with exponents 1 and 16 and contraction coefficients 1 and 1, meant for normalized primitives. A program that reads the coefficients as multiplying bare exponentials builds

exp(−r²) + exp(−16r²).

The normalization factor of a primitive grows as the exponent to the power 3/4, and 16^(3/4) = 8, so the intended orbital is proportional to

exp(−r²) + 8 exp(−16r²).

At the nucleus these functions have the values 2 and 9, while far out both approach exp(−r²). No overall factor turns one into the other, so normalizing the contracted function at the end does not repair the mistake. The theorems below show that the same happens for every finite contraction of s-type Gaussians on one centre with distinct positive exponents and at least two nonzero coefficients.

## The two functions being compared

```lean
import Mathlib

open Finset

namespace GaussianContraction

noncomputable section

variable {ι : Type*} [Fintype ι]
```

The first line loads Mathlib, Lean's mathematical library. The symbol `ι` stands for a finite set of labels, one for each primitive. A list of exponents is then a function `a : ι → ℝ`, and `a i` is what one writes as a_i. The set may have any finite size.

```lean
/-- The normalization factor `(2a/π)^(3/4)` of an s-type Gaussian primitive with exponent
`a > 0`. -/
def primitiveNorm (a : ℝ) : ℝ := (2 * a / Real.pi) ^ ((3 : ℝ) / 4)
```

This defines the normalization factor, written N(a) from here on:

N(a) = (2a/π)^(3/4).

The annotation `(3 : ℝ)` makes the power a real number; dividing 3 by 4 as natural numbers would give 0.

```lean
/-- The contraction of bare Gaussians `exp(-a_i r²)` with coefficients `c_i`, as a function of
the radius `r`. -/
def rawContraction (a c : ι → ℝ) (r : ℝ) : ℝ :=
  ∑ i, c i * Real.exp (-a i * r ^ 2)
```

This is the contraction over bare Gaussians:

R(r) = Σ_i c_i exp(−a_i r²).

The arguments `a` and `c` are the exponents and coefficients, and `r` is the distance from the centre. All quantities are plain real numbers, so a choice of length unit is understood. The definition accepts any real r; the theorems restrict it to r ≥ 0.

```lean
/-- The contraction of normalized Gaussian primitives with exponents `a_i > 0` and
coefficients `c_i`, as a function of the radius `r`. -/
def normalizedContraction (a c : ι → ℝ) (r : ℝ) : ℝ :=
  ∑ i, c i * (primitiveNorm (a i) * Real.exp (-a i * r ^ 2))
```

This is the contraction over normalized primitives, with the same coefficients:

S(r) = Σ_i c_i N(a_i) exp(−a_i r²).

The word "normalized" refers to the individual primitives. The sum S need not have unit norm itself.

## The norm of one primitive and its growth with the exponent

```lean
/-- For `a > 0`, the primitive `(2a/π)^(3/4) exp(-a r²)` has unit norm in three-dimensional
space. -/
theorem primitive_normalized {a : ℝ} (ha : 0 < a) :
    ∫ x : EuclideanSpace ℝ (Fin 3),
      (primitiveNorm a * Real.exp (-a * ‖x‖ ^ 2)) ^ 2 = 1 := by
  have hq : 0 < 2 * a / Real.pi := by positivity
  have hb : 0 < 2 * a := by positivity
  -- the square of a Gaussian is a Gaussian with twice the exponent
  have h : ∀ x : EuclideanSpace ℝ (Fin 3),
      (primitiveNorm a * Real.exp (-a * ‖x‖ ^ 2)) ^ 2
        = primitiveNorm a ^ 2 * Real.exp (-(2 * a) * ‖x‖ ^ 2) := by
    intro x
    rw [mul_pow, ← Real.exp_nat_mul]
    congr 2
    push_cast
    ring
  have hN : primitiveNorm a ^ 2 = (2 * a / Real.pi) ^ ((3 : ℝ) / 2) := by
    unfold primitiveNorm
    rw [← Real.rpow_natCast, ← Real.rpow_mul hq.le]
    congr 1
    norm_num
  have hI : Real.pi / (2 * a) = (2 * a / Real.pi)⁻¹ := (inv_div _ _).symm
  simp_rw [h]
  rw [MeasureTheory.integral_const_mul, GaussianFourier.integral_rexp_neg_mul_sq_norm hb,
    finrank_euclideanSpace_fin, hN, hI, Nat.cast_ofNat, Real.inv_rpow hq.le]
  exact mul_inv_cancel₀ (Real.rpow_pos_of_pos hq _).ne'
```

The theorem says that for a > 0

∫ (N(a) exp(−a|x|²))² d³x = 1.

This justifies the formula for N(a). The type `EuclideanSpace ℝ (Fin 3)` is ordinary three-dimensional space, and `‖x‖` is the length of the vector x. The integral runs over all of space, angles included, so no separate angular factor is needed.

By hand, squaring the primitive doubles the exponent:

(N(a) exp(−a|x|²))² = N(a)² exp(−2a|x|²).

The remaining integral factorizes into three one-dimensional Gaussian integrals, each equal to (π/(2a))^(1/2), so

∫ exp(−2a|x|²) d³x = (π/(2a))^(3/2).

Since N(a)² = (2a/π)^(3/2), the product is 1.

In the Lean proof, `h` is the squaring step and `hN` computes N(a)². The Gaussian integral is taken from Mathlib, and `hI` notes that π/(2a) is the reciprocal of 2a/π. The last line multiplies a positive number by its inverse.

```lean
/-- On positive exponents, the normalization factor increases strictly with the exponent. -/
theorem primitiveNorm_strictMonoOn : StrictMonoOn primitiveNorm (Set.Ioi 0) := by
  intro a ha b _ hab
  have ha' : 0 < a := ha
  have hlt : 2 * a / Real.pi < 2 * b / Real.pi :=
    div_lt_div_of_pos_right (by linarith) Real.pi_pos
  exact Real.rpow_lt_rpow (by positivity) hlt (by norm_num)
```

`StrictMonoOn primitiveNorm (Set.Ioi 0)` means that N is strictly increasing on the positive numbers: if 0 < a < b, then N(a) < N(b). Division by π preserves the inequality 2a < 2b, which is the step `hlt`, and raising nonnegative numbers to the positive power 3/4 preserves it again. In particular, two different positive exponents never share a normalization factor. This is what makes the convention matter: the missing factors are unequal, so they can't be collected into one overall constant.

## Gaussians with distinct exponents are independent

```lean
/-- Gaussians with distinct exponents are linearly independent on `r ≥ 0`: if their contraction
vanishes there, every coefficient is zero. -/
theorem coeff_eq_zero {a d : ι → ℝ} (ha : Function.Injective a)
    (h : ∀ r, 0 ≤ r → rawContraction a d r = 0) (i : ι) : d i = 0 := by
  classical
  -- sampling at r = √n gives power sums in the nodes exp(-a_j)
  have hpow : ∀ n : ℕ, ∑ j, d j * Real.exp (-a j) ^ n = 0 := by
    intro n
    have h1 := h (Real.sqrt (n : ℝ)) (Real.sqrt_nonneg _)
    unfold rawContraction at h1
    refine (Finset.sum_congr rfl fun j _ => ?_).trans h1
    rw [Real.sq_sqrt (Nat.cast_nonneg n), ← Real.exp_nat_mul, mul_comm (n : ℝ) (-a j)]
  -- hence the sum against any polynomial vanishes
  have hpoly : ∀ p : Polynomial ℝ, ∑ j, d j * p.eval (Real.exp (-a j)) = 0 := by
    intro p
    simp only [Polynomial.eval_eq_sum_range, Finset.mul_sum]
    rw [Finset.sum_comm]
    refine Finset.sum_eq_zero fun n _ => ?_
    calc ∑ j, d j * (p.coeff n * Real.exp (-a j) ^ n)
        = p.coeff n * ∑ j, d j * Real.exp (-a j) ^ n := by
          rw [Finset.mul_sum]
          exact Finset.sum_congr rfl fun j _ => by ring
      _ = 0 := by rw [hpow, mul_zero]
  -- choose a polynomial that vanishes at every node except the i-th
  obtain ⟨P, hP⟩ : ∃ P : Polynomial ℝ, ∀ x,
      P.eval x = ∏ j ∈ univ.erase i, (x - Real.exp (-a j)) :=
    ⟨∏ j ∈ univ.erase i, (Polynomial.X - Polynomial.C (Real.exp (-a j))),
      fun x => by simp [Polynomial.eval_prod]⟩
  have hsingle : ∑ j, d j * P.eval (Real.exp (-a j)) = d i * P.eval (Real.exp (-a i)) := by
    apply Finset.sum_eq_single i
    · intro j _ hj
      rw [hP, Finset.prod_eq_zero (Finset.mem_erase.2 ⟨hj, Finset.mem_univ j⟩) (sub_self _),
        mul_zero]
    · intro hi
      exact absurd (Finset.mem_univ i) hi
  have hne : P.eval (Real.exp (-a i)) ≠ 0 := by
    rw [hP]
    refine Finset.prod_ne_zero_iff.2 fun j hj => sub_ne_zero.2 fun he => ?_
    exact Finset.ne_of_mem_erase hj (ha (neg_inj.1 (Real.exp_injective he))).symm
  exact (mul_eq_zero.1 (hsingle.symm.trans (hpoly P))).resolve_right hne
```

The hypothesis `Function.Injective a` says that different labels carry different exponents. The hypothesis `h` says that

Σ_j d_j exp(−a_j r²) = 0 for all r ≥ 0.

The conclusion is d_i = 0 for every label i. The exponents need not be positive here.

The argument by hand turns Gaussians into powers. Put x_j = exp(−a_j) and evaluate the sum at r = √n for n = 0, 1, 2, …. Since exp(−a_j n) = x_j^n, this gives

Σ_j d_j x_j^n = 0 for every n.

Now take any polynomial p(x) = Σ_n p_n x^n. Exchanging the two finite sums gives

Σ_j d_j p(x_j) = Σ_n p_n (Σ_j d_j x_j^n) = 0.

Fix a label i and choose the polynomial that vanishes at all the other nodes:

P(x) = Π_{j≠i} (x − x_j).

Only the term with j = i survives in the sum, so

d_i P(x_i) = 0.

The exponents are distinct and the exponential is one-to-one, so every factor x_i − x_j is nonzero and P(x_i) ≠ 0. Hence d_i = 0. With a single primitive the product is empty, P = 1, and the conclusion still follows.

The named steps in Lean keep this order. `hpow` is the vanishing of the power sums, and `hpoly` extends it to polynomials. The polynomial is then constructed as `P`; `hsingle` reduces the sum to one term, and `hne` shows that P(x_i) is nonzero.

Without distinct exponents the statement fails: for a_1 = a_2 = 1, d_1 = 1 and d_2 = −1, the contraction vanishes everywhere although neither coefficient is zero.

## No overall factor relates the two contractions

```lean
/-- For distinct positive exponents and at least two nonzero coefficients, the raw and the
normalized contraction are linearly independent functions on `r ≥ 0`. -/
theorem raw_normalized_independent {a c : ι → ℝ} (hpos : ∀ i, 0 < a i)
    (ha : Function.Injective a) {i j : ι} (hij : i ≠ j) (hi : c i ≠ 0) (hj : c j ≠ 0)
    {α β : ℝ}
    (h : ∀ r, 0 ≤ r → α * rawContraction a c r + β * normalizedContraction a c r = 0) :
    α = 0 ∧ β = 0 := by
  -- the combination is itself a contraction, so its coefficients vanish
  have hz := coeff_eq_zero (d := fun k => c k * (α + β * primitiveNorm (a k))) ha (by
    intro r hr
    rw [← h r hr]
    simp only [rawContraction, normalizedContraction, Finset.mul_sum,
      ← Finset.sum_add_distrib]
    exact Finset.sum_congr rfl fun k _ => by ring)
  have h1 : α + β * primitiveNorm (a i) = 0 := (mul_eq_zero.1 (hz i)).resolve_left hi
  have h2 : α + β * primitiveNorm (a j) = 0 := (mul_eq_zero.1 (hz j)).resolve_left hj
  -- the two normalization factors differ
  have hN : primitiveNorm (a i) - primitiveNorm (a j) ≠ 0 := sub_ne_zero.2 fun he =>
    hij (ha (primitiveNorm_strictMonoOn.injOn (hpos i) (hpos j) he))
  have hβ : β = 0 := by
    have h3 : β * (primitiveNorm (a i) - primitiveNorm (a j)) = 0 := by
      linear_combination h1 - h2
    exact (mul_eq_zero.1 h3).resolve_right hN
  refine ⟨?_, hβ⟩
  rw [hβ] at h1
  linarith
```

This is the central theorem. Its hypotheses are positive exponents (`hpos`), distinct exponents (`ha`), and two different labels i and j with nonzero coefficients (`hij`, `hi`, `hj`). If real numbers α and β satisfy

α R(r) + β S(r) = 0 for all r ≥ 0,

then α = 0 and β = 0. The symbol `∧` means "and". The two functions are therefore linearly independent, and neither is a scalar multiple of the other.

By hand, insert the definitions and collect the terms belonging to each exponent:

Σ_k c_k (α + β N(a_k)) exp(−a_k r²) = 0.

This is again a contraction of bare Gaussians, so the previous theorem makes each coefficient vanish:

c_k (α + β N(a_k)) = 0 for every k.

For the labels i and j the factor c_k can be divided out:

α + β N(a_i) = 0,
α + β N(a_j) = 0.

Subtracting gives

β (N(a_i) − N(a_j)) = 0.

The normalization factors differ because the exponents do, so β = 0, and then the first equation gives α = 0.

In Lean, `hz` applies the independence result to the collected coefficients, and `h1` and `h2` are the two equations for i and j. `hN` records that the normalization factors differ. The tactic `linear_combination h1 - h2` carries out the subtraction.

Distinct exponents are needed here too. With a_1 = a_2 = 1 and c_1 = c_2 = 1,

R(r) = 2 exp(−r²),
S(r) = 2 N(1) exp(−r²),

and the two functions are proportional although both coefficients are nonzero.

For electronic-structure input, the result says that a mismatch of conventions in a contracted s function on one centre changes its radial shape and not merely its scale. How far an energy would move is a different question, which depends on the molecule and the rest of the basis.

```lean
/-- For distinct positive exponents, the normalized contraction is a scalar multiple of the raw
one on `r ≥ 0` exactly when at most one coefficient is nonzero. -/
theorem proportional_iff {a c : ι → ℝ} (hpos : ∀ i, 0 < a i) (ha : Function.Injective a) :
    (∃ k : ℝ, ∀ r, 0 ≤ r → normalizedContraction a c r = k * rawContraction a c r) ↔
      ∀ i j, c i ≠ 0 → c j ≠ 0 → i = j := by
  constructor
  · rintro ⟨k, hk⟩ i j hi hj
    by_contra hij
    have h := raw_normalized_independent (α := -k) (β := 1) hpos ha hij hi hj
      (fun r hr => by rw [hk r hr]; ring)
    exact one_ne_zero h.2
  · intro h
    by_cases hc : ∃ i, c i ≠ 0
    · -- a single primitive is only rescaled by its own factor
      obtain ⟨i, hi⟩ := hc
      refine ⟨primitiveNorm (a i), fun r _ => ?_⟩
      simp only [rawContraction, normalizedContraction, Finset.mul_sum]
      refine Finset.sum_congr rfl fun j _ => ?_
      by_cases hj : c j = 0
      · rw [hj]
        ring
      · rw [h j i hj hi]
        ring
    · push Not at hc
      exact ⟨0, fun r _ => by simp [normalizedContraction, hc]⟩
```

This theorem marks the exact boundary. The left side of `↔` ("if and only if") says that some real number k satisfies S(r) = k R(r) for all r ≥ 0. The right side says that any two labels with nonzero coefficients coincide, so at most one coefficient is nonzero. Positive, distinct exponents are still assumed.

For the forward direction, suppose S = kR and two different labels have nonzero coefficients. Then

−k R(r) + 1 · S(r) = 0 for all r ≥ 0,

and the central theorem would give 1 = 0. Lean reaches this contradiction by using that theorem with `α := -k` and `β := 1`.

For the converse there are two cases. If only c_i is nonzero, then

S(r) = c_i N(a_i) exp(−a_i r²) = N(a_i) R(r),

so k = N(a_i) works. If all coefficients vanish, both functions are zero and k = 0 works. The line `by_cases hc` separates these cases.

The first case also shows that the central theorem needs its hypothesis of two nonzero coefficients: an uncontracted primitive merely changes scale, and a final normalization does repair it.

## Converting coefficients between the conventions

```lean
/-- For distinct exponents, `rawContraction a d` and `normalizedContraction a c` agree on `r ≥ 0`
exactly when `d_i = c_i * primitiveNorm (a_i)` for every `i`. When the exponents are positive,
`primitiveNorm (a_i)` is the normalization factor of the `i`-th primitive. -/
theorem same_orbital_iff {a c d : ι → ℝ} (ha : Function.Injective a) :
    (∀ r, 0 ≤ r → rawContraction a d r = normalizedContraction a c r) ↔
      ∀ i, d i = c i * primitiveNorm (a i) := by
  constructor
  · intro h i
    have hz := coeff_eq_zero (d := fun k => d k - c k * primitiveNorm (a k)) ha (by
      intro r hr
      rw [← sub_eq_zero.2 (h r hr)]
      simp only [rawContraction, normalizedContraction, ← Finset.sum_sub_distrib]
      exact Finset.sum_congr rfl fun k _ => by ring) i
    exact sub_eq_zero.1 hz
  · intro h r _
    simp only [rawContraction, normalizedContraction]
    exact Finset.sum_congr rfl fun i _ => by rw [h i]; ring

end

end GaussianContraction
```

The last theorem tells how to translate a table correctly. It compares a bare contraction with coefficients d_i and a normalized-primitive contraction with coefficients c_i, both over the same distinct exponents. They agree for all r ≥ 0 exactly when

d_i = c_i N(a_i) for every i.

If the coefficients obey this rule, the two sums agree term by term. Conversely, if the functions agree, subtracting them gives

Σ_k (d_k − c_k N(a_k)) exp(−a_k r²) = 0,

and the independence of the Gaussians makes every bracket zero. That is the step `hz` in Lean.

The statement doesn't assume positive exponents, but N(a) has its meaning as a normalization factor only when a > 0. Distinctness is again needed for the "only when" half: with two equal exponents, one can raise d_1 and lower d_2 by the same amount without changing the function, so the coefficients are no longer determined.

For the opening example the rule gives d_1 = N(1) and d_2 = N(16) = 8 N(1). The factor N(1) is common to both terms and affects only the scale; the relative factor 8 is what the misread table loses.

```lean
#print axioms GaussianContraction.primitive_normalized
#print axioms GaussianContraction.proportional_iff
#print axioms GaussianContraction.same_orbital_iff
```

```
'GaussianContraction.primitive_normalized' depends on axioms: [propext, Classical.choice, Quot.sound]
'GaussianContraction.proportional_iff' depends on axioms: [propext, Classical.choice, Quot.sound]
'GaussianContraction.same_orbital_iff' depends on axioms: [propext, Classical.choice, Quot.sound]
```
